# Löwdin orthogonalisation keeps permuted orbitals equivalent

Take a ring of equivalent atoms with one orbital on each, and set up its tight-binding matrix in Löwdin-orthogonalised orbitals. A single on-site energy can be assigned to all the sites if the Hamiltonian commutes with the symmetry operations and these still carry the new orbitals into one another. The second condition holds when unitary operators permute the original, linearly independent orbitals without signs or mixing.

```lean
import Mathlib

open Matrix
open scoped ComplexOrder

namespace LoewdinEquivalentOrbitals

noncomputable section

variable {ι V G : Type*} [Fintype ι] [DecidableEq ι]
  [NormedAddCommGroup V] [InnerProductSpace ℂ V]

/-- The overlap (Gram) matrix of a family of orbitals. -/
def overlap (u : ι → V) : Matrix ι ι ℂ :=
  Matrix.of fun i j => inner ℂ (u i) (u j)

/-- The orbitals `v_j = ∑ i, T_ij u_i` obtained from `u` with the coefficient matrix `T`. -/
def transformed (T : Matrix ι ι ℂ) (u : ι → V) (j : ι) : V :=
  ∑ i, T i j • u i

omit [DecidableEq ι] in
/-- The inner product of two combinations of orbitals is given by their coefficients
and the overlap matrix. -/
theorem inner_combination (u : ι → V) (x y : ι → ℂ) :
    inner ℂ (∑ i, x i • u i) (∑ j, y j • u j) = star x ⬝ᵥ (overlap u *ᵥ y) := by
  rw [sum_inner]
  refine Finset.sum_congr rfl fun i _ => ?_
  rw [inner_sum]
  simp only [Matrix.mulVec, dotProduct, Finset.mul_sum]
  refine Finset.sum_congr rfl fun j _ => ?_
  rw [inner_smul_left, inner_smul_right]
  simp only [overlap, Matrix.of_apply, Pi.star_apply, RCLike.star_def]
  ring

omit [DecidableEq ι] in
/-- Two positive definite matrices with the same square are equal. -/
theorem positive_root_unique {A B : Matrix ι ι ℂ} (hA : A.PosDef) (hB : B.PosDef)
    (h : A * A = B * B) : A = B := by
  classical
  have hM : (A + B).PosDef := hA.add hB
  have hD : (A - B)ᴴ = A - B := by
    rw [Matrix.conjTranspose_sub, hA.isHermitian.eq, hB.isHermitian.eq]
  -- the trace of D (A + B) D vanishes for D = A - B
  have key : Matrix.trace ((A - B)ᴴ * ((A + B) * (A - B))) = 0 := by
    have h1 : (A - B) * ((A + B) * (A - B))
        = (A - B) * A * (A - B) + (A - B) * B * (A - B) := by noncomm_ring
    have h2 : (A - B) * A * (A - B) + (A - B) * ((A - B) * B)
        = (A - B) * (A * A - B * B) := by noncomm_ring
    rw [hD, h1, Matrix.trace_add, Matrix.trace_mul_comm ((A - B) * B) (A - B),
      ← Matrix.trace_add, h2, h, sub_self, mul_zero, Matrix.trace_zero]
  -- it is a sum of nonnegative terms, one for each column of D
  have hsum : ∑ j, star (fun i => (A - B) i j) ⬝ᵥ ((A + B) *ᵥ fun i => (A - B) i j) = 0 := key
  have hzero := (Finset.sum_eq_zero_iff_of_nonneg
    (fun j _ => hM.posSemidef.dotProduct_mulVec_nonneg (fun i => (A - B) i j))).1 hsum
  ext i j
  have hcol : (fun i => (A - B) i j) = 0 := by
    by_contra hne
    exact (hM.dotProduct_mulVec_pos hne).ne' (hzero j (Finset.mem_univ j))
  exact sub_eq_zero.1 (congrFun hcol i)

/-- A matrix `S` has at most one positive definite inverse square root. -/
theorem inverse_root_unique {S A B : Matrix ι ι ℂ} (hA : A.PosDef) (hB : B.PosDef)
    (hAS : A * A * S = 1) (hBS : B * B * S = 1) : A = B := by
  refine positive_root_unique hA hB ?_
  calc A * A = A * A * (S * (B * B)) := by rw [mul_eq_one_comm.1 hBS, mul_one]
    _ = A * A * S * (B * B) := (mul_assoc _ _ _).symm
    _ = B * B := by rw [hAS, one_mul]

/-- Linearly independent orbitals have exactly one positive definite matrix `T`
with `T² S = 1`, where `S` is their overlap matrix. -/
theorem existsUnique_inverse_root {u : ι → V} (hu : LinearIndependent ℂ u) :
    ∃! T : Matrix ι ι ℂ, T.PosDef ∧ T * T * overlap u = 1 := by
  -- the overlap matrix is positive definite
  have hS : (overlap u).PosDef := by
    refine Matrix.posDef_iff_dotProduct_mulVec.2 ⟨?_, fun x hx => ?_⟩
    · ext i j
      exact inner_conj_symm (u i) (u j)
    · rw [← inner_combination]
      have hw : (∑ i, x i • u i) ≠ 0 := fun h0 =>
        hx (funext (Fintype.linearIndependent_iff.1 hu x h0))
      have hn : (0 : ℝ) < ‖∑ i, x i • u i‖ ^ 2 := pow_pos (norm_pos_iff.2 hw) 2
      have he : inner ℂ (∑ i, x i • u i) (∑ i, x i • u i)
          = ((‖∑ i, x i • u i‖ ^ 2 : ℝ) : ℂ) := by
        rw [inner_self_eq_norm_sq_to_K]
        simp
      rw [he]
      exact Complex.zero_lt_real.2 hn
  -- diagonalise it and take inverse square roots of the eigenvalues
  obtain ⟨W, d, hd, hW, hW', hspec⟩ : ∃ (W : Matrix ι ι ℂ) (d : ι → ℝ), (∀ i, 0 < d i) ∧
      Wᴴ * W = 1 ∧ W * Wᴴ = 1 ∧
      overlap u = W * Matrix.diagonal (fun i => (d i : ℂ)) * Wᴴ := by
    refine ⟨hS.isHermitian.eigenvectorUnitary, hS.isHermitian.eigenvalues,
      hS.eigenvalues_pos, hS.isHermitian.eigenvectorUnitary.2.1,
      hS.isHermitian.eigenvectorUnitary.2.2, ?_⟩
    have h := hS.isHermitian.spectral_theorem
    rw [Unitary.conjStarAlgAut_apply] at h
    exact h
  let E : Matrix ι ι ℂ := Matrix.diagonal fun i => (((√(d i))⁻¹ : ℝ) : ℂ)
  have hE : E.PosDef := Matrix.PosDef.diagonal fun i =>
    Complex.zero_lt_real.2 (inv_pos.2 (Real.sqrt_pos.2 (hd i)))
  have hED : E * E * Matrix.diagonal (fun i => (d i : ℂ)) = 1 := by
    have h (i : ι) : (√(d i))⁻¹ * (√(d i))⁻¹ * d i = 1 := by
      rw [← mul_inv, Real.mul_self_sqrt (hd i).le, inv_mul_cancel₀ (hd i).ne']
    rw [Matrix.diagonal_mul_diagonal, Matrix.diagonal_mul_diagonal, ← Matrix.diagonal_one]
    exact congrArg Matrix.diagonal (funext fun i => by exact_mod_cast h i)
  have hT : (W * E * Wᴴ).PosDef := by
    refine Matrix.posDef_iff_dotProduct_mulVec.2
      ⟨Matrix.isHermitian_mul_mul_conjTranspose W hE.isHermitian, fun x hx => ?_⟩
    have hy : Wᴴ *ᵥ x ≠ 0 := fun h0 => hx (by
      rw [← Matrix.one_mulVec x, ← hW', ← Matrix.mulVec_mulVec, h0, Matrix.mulVec_zero])
    have h := hE.dotProduct_mulVec_pos hy
    rw [Matrix.star_mulVec, Matrix.conjTranspose_conjTranspose, ← Matrix.dotProduct_mulVec] at h
    simpa only [Matrix.mulVec_mulVec, Matrix.mul_assoc] using h
  have hTS : W * E * Wᴴ * (W * E * Wᴴ) * overlap u = 1 := by
    rw [hspec]
    calc _ = W * E * (Wᴴ * W) * E * (Wᴴ * W) * Matrix.diagonal (fun i => (d i : ℂ)) * Wᴴ := by
          simp only [mul_assoc]
      _ = W * (E * E * Matrix.diagonal (fun i => (d i : ℂ))) * Wᴴ := by
          rw [hW]
          simp only [mul_assoc, one_mul]
      _ = 1 := by rw [hED, mul_one, hW']
  exact ⟨_, ⟨hT, hTS⟩, fun B hB => inverse_root_unique hB.1 hT hB.2 hTS⟩

/-- If unitary operators permute the orbitals, the positive definite inverse square root of
the overlap matrix is unchanged when both indices are permuted. -/
theorem inverse_root_invariant [Group G] [MulAction G ι] {u : ι → V} {T : Matrix ι ι ℂ}
    (U : G → V ≃ₗᵢ[ℂ] V) (hU : ∀ g j, U g (u j) = u (g • j))
    (hT : T.PosDef) (hTS : T * T * overlap u = 1) (g : G) (i j : ι) :
    T (g • i) (g • j) = T i j := by
  let σ : Equiv.Perm ι := MulAction.toPerm g
  have hS : (overlap u).submatrix σ σ = overlap u := by
    ext a b
    change inner ℂ (u (g • a)) (u (g • b)) = inner ℂ (u a) (u b)
    rw [← hU, ← hU, LinearIsometryEquiv.inner_map_map]
  -- the relabelled matrix is again a positive inverse root of the same overlap matrix
  have hP : (T.submatrix σ σ).PosDef := by
    refine Matrix.posDef_iff_dotProduct_mulVec.2 ⟨hT.isHermitian.submatrix σ, fun x hx => ?_⟩
    have hy : x ∘ σ.symm ≠ 0 := fun h0 => hx (by
      ext a
      simpa using congrFun h0 (σ a))
    have h := hT.dotProduct_mulVec_pos hy
    rw [Matrix.submatrix_mulVec_equiv, ← comp_equiv_symm_dotProduct]
    exact h
  have hPS : T.submatrix σ σ * T.submatrix σ σ * overlap u = 1 := by
    rw [← hS, Matrix.submatrix_mul_equiv, Matrix.submatrix_mul_equiv, hTS,
      Matrix.submatrix_one_equiv]
  exact congrFun (congrFun (inverse_root_unique hP hT hPS hTS) i) j

/-- Löwdin orthogonalisation of orbitals permuted by unitary operators gives orthonormal
orbitals that the same operators permute in the same way. -/
theorem loewdin_orthonormal_and_equivalent [Group G] [MulAction G ι] {u : ι → V}
    {T : Matrix ι ι ℂ} (U : G → V ≃ₗᵢ[ℂ] V) (hU : ∀ g j, U g (u j) = u (g • j))
    (hT : T.PosDef) (hTS : T * T * overlap u = 1) :
    Orthonormal ℂ (transformed T u) ∧
      ∀ g j, U g (transformed T u j) = transformed T u (g • j) := by
  constructor
  · -- the new overlap matrix is T S T = 1
    have h1 : Tᴴ * (overlap u * T) = 1 := by
      rw [hT.isHermitian.eq, ← mul_assoc, mul_assoc]
      rw [mul_assoc] at hTS
      rw [← mul_assoc]
      have h2 := mul_eq_one_comm.1 hTS
      rw [mul_assoc] at h2
      simpa only [mul_assoc] using h2
    rw [orthonormal_iff_ite]
    intro j k
    have h3 : inner ℂ (transformed T u j) (transformed T u k) = (Tᴴ * (overlap u * T)) j k :=
      inner_combination u (fun i => T i j) (fun i => T i k)
    rw [h3, h1, Matrix.one_apply]
  · intro g j
    simp only [transformed, map_sum, map_smul, hU]
    -- relabel the summation index by g
    rw [← Equiv.sum_comp (MulAction.toPerm g) (fun i => T i (g • j) • u i)]
    refine Finset.sum_congr rfl fun i _ => ?_
    rw [MulAction.toPerm_apply, inverse_root_invariant U hU hT hTS]

/-- Two overlapping orbitals in `ℂ²`, with component `2/3` on their own site and `1/3` on
the other. -/
def pairOrbital (j : Fin 2) : EuclideanSpace ℂ (Fin 2) :=
  WithLp.toLp 2 fun i => if i = j then (2 / 3 : ℂ) else (1 / 3 : ℂ)

/-- Coordinate permutations of `ℂ²` permute the two overlapping orbitals, and the matrix with
rows `(2, -1)` and `(-1, 2)` is a positive definite inverse square root of their overlap. -/
theorem loewdin_witness :
    (∀ (σ : Equiv.Perm (Fin 2)) (j : Fin 2),
      LinearIsometryEquiv.piLpCongrLeft 2 ℂ ℂ σ (pairOrbital j) = pairOrbital (σ • j)) ∧
    (!![2, -1; -1, 2] : Matrix (Fin 2) (Fin 2) ℂ).PosDef ∧
    !![2, -1; -1, 2] * !![2, -1; -1, 2] * overlap pairOrbital = 1 := by
  refine ⟨fun σ j => ?_, ?_, ?_⟩
  · ext i
    simp [pairOrbital, LinearIsometryEquiv.piLpCongrLeft_apply, Equiv.piCongrLeft',
      Equiv.symm_apply_eq]
  · -- the matrix is the identity plus a positive semidefinite one
    have h : (!![2, -1; -1, 2] : Matrix (Fin 2) (Fin 2) ℂ)
        = 1 + (!![1, -1; 0, 0] : Matrix (Fin 2) (Fin 2) ℂ)ᴴ * !![1, -1; 0, 0] := by
      ext i j
      fin_cases i <;> fin_cases j <;>
        simp [Matrix.mul_apply, Fin.sum_univ_two] <;> norm_num
    rw [h]
    exact Matrix.PosDef.one.add_posSemidef (Matrix.posSemidef_conjTranspose_mul_self _)
  · have h2 : (starRingEnd ℂ) 2 = 2 := by apply Complex.ext <;> simp
    have h3 : (starRingEnd ℂ) 3 = 3 := by apply Complex.ext <;> simp
    ext i j
    fin_cases i <;> fin_cases j <;>
      simp [overlap, pairOrbital, Matrix.mul_apply, Fin.sum_univ_two, PiLp.inner_apply] <;>
      norm_num [h2, h3]

end

end LoewdinEquivalentOrbitals
```

```lean
#print axioms LoewdinEquivalentOrbitals.existsUnique_inverse_root
-- 'LoewdinEquivalentOrbitals.existsUnique_inverse_root' depends on axioms: [propext, Classical.choice, Quot.sound]
#print axioms LoewdinEquivalentOrbitals.loewdin_orthonormal_and_equivalent
-- 'LoewdinEquivalentOrbitals.loewdin_orthonormal_and_equivalent' depends on axioms: [propext, Classical.choice, Quot.sound]
```

## Orbitals, overlaps and symmetry operators

The orbitals are vectors $u_i$ in a complex inner product space $V$, with $i$ running over a finite index set `ι`. The space itself may have infinite dimension, as a space of one-electron wavefunctions does. The definition `overlap u` is the Gram matrix

$$S_{ij}=\langle u_i,u_j\rangle ,$$

where the inner product is conjugate-linear in its first argument. The orbitals need not be normalised.

A matrix $T$ produces new orbitals by `transformed T u`,

$$v_j=\sum_i T_{ij}\,u_i ,$$

so column $j$ of $T$ holds the coefficients of $v_j$. The hypotheses `T.PosDef` and `T * T * overlap u = 1` say that $T$ is positive definite, hence Hermitian, and that $T^2S=1$. Together they identify $T$ as the Löwdin matrix $S^{-1/2}$.

A group $G$ acts on the labels, and `g • j` is the label to which $g$ sends $j$, written $gj$ below. Each $g$ has an operator `U g` of type `V ≃ₗᵢ[ℂ] V`, an invertible linear map that preserves the norm and therefore the inner product: a unitary operator. The hypothesis `hU` is the physical assumption of equivalence,

$$U(g)\,u_j=u_{gj}.$$

It describes, for example, identical s orbitals on atoms that the point group interchanges. The action may have several orbits, so inequivalent classes of sites can be treated together. Nothing requires $U(gh)=U(g)U(h)$ on all of $V$; on the span of the orbitals this already follows from `hU`.

The theorem `loewdin_orthonormal_and_equivalent` concludes that the $v_j$ are orthonormal and that $U(g)v_j=v_{gj}$ for every $g$ and $j$. Linear independence is not among its hypotheses because $T^2S=1$ implies it: if $\sum_i c_iu_i=0$, then $Sc=0$, and so $c=T^2Sc=0$. Independence appears instead in `existsUnique_inverse_root`, which says that independent orbitals have exactly one such $T$.

Orbitals that acquire a sign or mix under an operation do not satisfy `hU`. A set of $p_z$ orbitals on a planar ring is permuted by rotations about the ring axis, but reflection in the plane reverses their signs. General p or d shells, periodic systems with infinitely many orbitals and antiunitary operations such as time reversal also lie beyond these hypotheses.

## A positive inverse square root is unique

The symmetry argument depends on there being only one candidate for $T$. Suppose that $A$ and $B$ are positive definite with $A^2=B^2$, and put $D=A-B$. Cyclic invariance of the trace gives

$$\operatorname{tr}D(A+B)D=\operatorname{tr}(DAD)+\operatorname{tr}(DDB)=\operatorname{tr}D(AD+DB).$$

Inside the bracket, $AD+DB=A^2-AB+AB-B^2=A^2-B^2=0$, so the trace vanishes. Since $D$ is Hermitian, the same trace can be written in terms of its columns $d_j$:

$$0=\operatorname{tr}D^\dagger(A+B)D=\sum_j d_j^\dagger(A+B)d_j .$$

Each term is nonnegative, so each is zero. As $A+B$ is positive definite, every $d_j$ vanishes, and $A=B$.

This is `positive_root_unique`. Its step `key` is the trace identity, `hsum` rewrites it as a sum over columns, and `hzero` extracts the vanishing of each term. The argument never assumes that $A$ and $B$ commute.

For inverse roots, let $A^2S=B^2S=1$. A one-sided inverse of a square matrix is two-sided, so $SB^2=1$ as well, and

$$A^2=A^2(SB^2)=(A^2S)B^2=B^2 .$$

The previous result then gives $A=B$, which is `inverse_root_unique`.

## Independent orbitals have such a matrix

For coefficient vectors $x$ and $y$, expanding both sums gives

$$\Big\langle\sum_i x_iu_i,\sum_j y_ju_j\Big\rangle=\sum_{ij}x_i^*S_{ij}y_j=x^\dagger Sy ,$$

the content of `inner_combination`. With $y=x\neq0$ and independent orbitals, the left side is the squared norm of a nonzero vector. Hence $S$ is positive definite.

The spectral theorem supplies a unitary $W$ and eigenvalues $d_i>0$ with $S=W\operatorname{diag}(d_i)W^\dagger$. Take

$$T=WEW^\dagger,\qquad E=\operatorname{diag}(d_i^{-1/2}).$$

For $x\ne0$ the vector $W^\dagger x$ is nonzero, so $x^\dagger Tx=(W^\dagger x)^\dagger E(W^\dagger x)>0$. Moreover,

$$T^2S=WE^2\operatorname{diag}(d_i)W^\dagger=WW^\dagger=1 .$$

In `existsUnique_inverse_root` these two facts are `hT` and `hTS`, and uniqueness comes from the preceding lemma.

## The coefficients inherit the symmetry

Unitarity makes the overlap matrix invariant under simultaneous relabelling of rows and columns:

$$S_{gi,gj}=\langle U(g)u_i,U(g)u_j\rangle=\langle u_i,u_j\rangle=S_{ij}.$$

Define $T'_{ij}=T_{gi,gj}$. If $y_{gi}=x_i$, then $x^\dagger T'x=y^\dagger Ty$, so $T'$ is positive definite. Because $g$ permutes the summation labels,

$$(T'^2S)_{ij}=\sum_{kl}T_{gi,gk}T_{gk,gl}S_{gl,gj}=(T^2S)_{gi,gj}=\delta_{ij}.$$

Thus $T'$ is also a positive inverse square root of $S$, and uniqueness forces

$$T_{gi,gj}=T_{ij}.$$

The lemma `inverse_root_invariant` follows these steps. The permutation `σ` represents the action of $g$ on labels, `submatrix σ σ` forms $T'$, and `hP` and `hPS` establish its two defining properties.

## Orthonormality and equivalence of the new orbitals

From $T(TS)=1$ it follows that $(TS)T=1$. With the formula for inner products and $T^\dagger=T$,

$$\langle v_j,v_k\rangle=(T^\dagger ST)_{jk}=(TST)_{jk}=\delta_{jk}.$$

In the first half of the proof of `loewdin_orthonormal_and_equivalent`, `h1` is this matrix identity and `h3` connects it to the inner product.

For the second half, apply $U(g)$ to the sum, use the invariance of $T$, and rename $gi$ as $k$:

$$U(g)v_j=\sum_iT_{ij}u_{gi}=\sum_iT_{gi,gj}u_{gi}=\sum_kT_{k,gj}u_k=v_{gj}.$$

The renaming is done by `Equiv.sum_comp`, which the Lean proof applies to the right-hand side before comparing the two sums term by term.

For a one-electron Hamiltonian $h$ that commutes with every $U(g)$, and a finite set of orbitals permuted in this way, the consequence for the tight-binding matrix is immediate:

$$\langle v_{gi},hv_{gj}\rangle=\langle U(g)v_i,hU(g)v_j\rangle=\langle v_i,hv_j\rangle .$$

Equivalent sites therefore share one on-site energy, and the ordered pairs $(i,j)$ and $(gi,gj)$ share one hopping element. This last step is an application by hand; no Hamiltonian occurs in the Lean theorems.

## Two overlapping orbitals in numbers

The definition `pairOrbital` gives two orbitals on two sites, labelled 0 and 1:

$$u_0=\left(\tfrac23,\tfrac13\right),\qquad u_1=\left(\tfrac13,\tfrac23\right),\qquad S=\frac19\begin{pmatrix}5&4\\4&5\end{pmatrix}.$$

The symmetric and antisymmetric combinations are eigenvectors of $S$ with eigenvalues $1$ and $\tfrac19$. The corresponding eigenvalues of $T$ are $1$ and $3$, so its diagonal entries are $(1+3)/2=2$ and its off-diagonal entries are $(1-3)/2=-1$:

$$T=\begin{pmatrix}2&-1\\-1&2\end{pmatrix},\qquad T^2S=\frac19\begin{pmatrix}5&-4\\-4&5\end{pmatrix}\begin{pmatrix}5&4\\4&5\end{pmatrix}=1 .$$

The new orbitals are

$$v_0=2u_0-u_1=(1,0),\qquad v_1=-u_0+2u_1=(0,1).$$

They are orthonormal, and exchanging the two coordinates exchanges them, just as it exchanges $u_0$ and $u_1$.

The original orbitals have squared norm $\tfrac59$. After normalisation their overlap is $\tfrac45$, and the Löwdin matrix becomes $\tfrac{\sqrt5}{3}T$, with diagonal entries of about $1.491$ and off-diagonal entries of about $-0.745$. It yields the same $v_0$ and $v_1$.

The theorem `loewdin_witness` confirms the hypotheses for this pair: coordinate permutations act on the orbitals as required, $T$ is positive definite, and $T^2S=1$. Positivity is shown by writing $T=1+C^\dagger C$, where $C$ has rows $(1,-1)$ and $(0,0)$.
